# The orbital-averaged spin matrix gives the unique uniform reference closest in Frobenius norm to a Hermitian occupation matrix

Suppose a noncollinear calculation takes its uniform reference from the average spin-up and spin-down occupations along a fixed $z$ axis. One orbital with its spin along $x$ has occupation matrix $\tfrac12(1+\sigma_x)$. The reference is then $\tfrac12 1$, at squared Frobenius distance $\tfrac12$, although the same state turned to $z$ lies at distance zero. The measured deviation from uniformity depends on the choice of axis. Minimising over all spin matrices, including their off-diagonal elements, removes this dependence.

## Occupations and uniform references

Let `m` be a finite set of $d$ orthonormal orbitals. The occupation matrix $n$ has entries $n_{(a,s),(b,t)}=\langle c^\dagger_{b,t}c_{a,s}\rangle$, with orbitals $a,b$ in `m` and spins $s,t$ in `Fin 2`; $c_{a,s}$ annihilates an electron in orbital $a$ with spin $s$. Some codes store the transpose.

In Lean 4 with Mathlib:

```lean
import Mathlib

open Matrix
open scoped Kronecker

namespace NoncollinearAMF

noncomputable section

variable {m : Type*} [Fintype m] [DecidableEq m]
```

A uniform reference gives every orbital the same spin matrix $S$ and couples no two orbitals: $(1\otimes S)_{(a,s),(b,t)}=\delta_{ab}S_{st}$. Here $S$ is any complex 2 by 2 matrix; neither Hermiticity nor eigenvalues between 0 and 1 are imposed.

```lean
/-- The matrix `1 ⊗ S`: every orbital carries the same spin matrix `S`, and different orbitals are
not coupled. -/
def uniform (m : Type*) [DecidableEq m] (S : Matrix (Fin 2) (Fin 2) ℂ) :
    Matrix (m × Fin 2) (m × Fin 2) ℂ :=
  (1 : Matrix m m ℂ) ⊗ₖ S
```

The partial trace $P(n)$ adds the orbital-diagonal spin blocks, $P(n)_{st}=\sum_a n_{(a,s),(a,t)}$.

```lean
/-- The partial trace over orbitals, which leaves a 2 by 2 matrix in spin space. -/
def orbTrace (n : Matrix (m × Fin 2) (m × Fin 2) ℂ) : Matrix (Fin 2) (Fin 2) ℂ :=
  Matrix.of fun s t => ∑ a, n (a, s) (a, t)
```

The around-mean-field (AMF) matrix is their average, $A=P(n)/d$. If $n$ is collinear along $z$, with no entries between opposite spins, $A$ is diagonal and holds the usual mean occupations of the two spin channels.

```lean
/-- The around-mean-field spin matrix: the partial trace divided by the number of orbitals. -/
def amf (n : Matrix (m × Fin 2) (m × Fin 2) ℂ) : Matrix (Fin 2) (Fin 2) ℂ :=
  (Fintype.card m : ℂ)⁻¹ • orbTrace n
```

Distance is measured by the squared Frobenius norm $\|X\|^2=\sum_{ij}|X_{ij}|^2$, a real number.

```lean
/-- The squared Frobenius norm, the sum of the squared moduli of all entries. -/
def frobSq {k : Type*} [Fintype k] (A : Matrix k k ℂ) : ℝ :=
  ∑ i, ∑ j, ‖A i j‖ ^ 2
```

The Pauli matrices define the moments used below, without the factor $\tfrac12$ of the spin operators.

```lean
/-- The Pauli matrix for the x direction. -/
def pauliX : Matrix (Fin 2) (Fin 2) ℂ := !![0, 1; 1, 0]

/-- The Pauli matrix for the y direction. -/
def pauliY : Matrix (Fin 2) (Fin 2) ℂ := !![0, -Complex.I; Complex.I, 0]

/-- The Pauli matrix for the z direction. -/
def pauliZ : Matrix (Fin 2) (Fin 2) ℂ := !![1, 0; 0, -1]
```

## Norms and partial traces

Since $|z|^2=\bar z z$, summing over entries gives $\|X\|^2=\sum_{j}\sum_i \overline{X_{ij}}X_{ij}=\mathrm{Tr}(X^\dagger X)$. The proof exchanges the two sums and compares terms.

```lean
/-- The squared Frobenius norm of `A` is the trace of `A† A`. -/
theorem frobSq_eq_trace {k : Type*} [Fintype k] (A : Matrix k k ℂ) :
    ((frobSq A : ℝ) : ℂ) = trace (Aᴴ * A) := by
  simp only [frobSq, Matrix.trace, Matrix.diag_apply, Matrix.mul_apply,
    Matrix.conjTranspose_apply, Complex.ofReal_sum]
  rw [Finset.sum_comm]
  refine Finset.sum_congr rfl fun j _ => Finset.sum_congr rfl fun i _ => ?_
  rw [← Complex.normSq_eq_norm_sq]
  exact Complex.normSq_eq_conj_mul_self
```

If $X\neq0$, some entry is nonzero. It contributes a positive term and no other term is negative, so $\|X\|^2>0$. This will supply uniqueness.

```lean
/-- A nonzero matrix has positive squared Frobenius norm. -/
theorem frobSq_pos {k : Type*} [Fintype k] {A : Matrix k k ℂ} (h : A ≠ 0) :
    0 < frobSq A := by
  have hex : ∃ i j, A i j ≠ 0 := by
    by_contra h'
    apply h
    ext i j
    by_contra h2
    exact h' ⟨i, j, h2⟩
  obtain ⟨i, j, hij⟩ := hex
  have hpos : 0 < ‖A i j‖ ^ 2 := pow_pos (norm_pos_iff.mpr hij) 2
  exact Finset.sum_pos' (fun a _ => Finset.sum_nonneg fun b _ => sq_nonneg _)
    ⟨i, Finset.mem_univ i,
      Finset.sum_pos' (fun b _ => sq_nonneg _) ⟨j, Finset.mem_univ j, hpos⟩⟩
```

Summing the diagonal of $P(n)$ over spin restores the full trace: $\sum_s\sum_a n_{(a,s),(a,s)}=\mathrm{Tr}\,n$.

```lean
omit [DecidableEq m] in
/-- The partial trace over orbitals keeps the total trace. -/
theorem trace_orbTrace (n : Matrix (m × Fin 2) (m × Fin 2) ℂ) :
    trace (orbTrace n) = trace n := by
  simp [Matrix.trace, orbTrace, Fintype.sum_prod_type, Fin.sum_univ_two,
    Finset.sum_add_distrib]
```

A pure spin operator does not touch the orbital index, so
$$P((1\otimes U)n)_{st}=\sum_a\sum_r U_{sr}n_{(a,r),(a,t)}=(U\,P(n))_{st}.$$

```lean
/-- A pure spin operator acting from the left passes through the partial trace. -/
theorem orbTrace_uniform_mul (U : Matrix (Fin 2) (Fin 2) ℂ)
    (n : Matrix (m × Fin 2) (m × Fin 2) ℂ) :
    orbTrace (uniform m U * n) = U * orbTrace n := by
  ext s t
  simp [orbTrace, uniform, Matrix.mul_apply, Fintype.sum_prod_type, Matrix.one_apply,
    Fin.sum_univ_two, Finset.sum_add_distrib, Finset.mul_sum]
```

The same sum with the operator on the right gives $P(n(1\otimes V))=P(n)V$.

```lean
/-- A pure spin operator acting from the right passes through the partial trace. -/
theorem orbTrace_mul_uniform (n : Matrix (m × Fin 2) (m × Fin 2) ℂ)
    (V : Matrix (Fin 2) (Fin 2) ℂ) :
    orbTrace (n * uniform m V) = orbTrace n * V := by
  ext s t
  simp [orbTrace, uniform, Matrix.mul_apply, Fintype.sum_prod_type, Matrix.one_apply,
    Fin.sum_univ_two, Finset.sum_add_distrib, Finset.sum_mul]
```

For Hermitian $n$, $\overline{A_{ts}}=\frac1d\sum_a\overline{n_{(a,t),(a,s)}}=\frac1d\sum_a n_{(a,s),(a,t)}=A_{st}$, so $A$ is Hermitian.

```lean
omit [DecidableEq m] in
/-- The AMF spin matrix of a Hermitian occupation matrix is Hermitian. -/
theorem amf_isHermitian {n : Matrix (m × Fin 2) (m × Fin 2) ℂ} (hn : n.IsHermitian) :
    (amf n).IsHermitian := by
  ext s t
  have h : ∀ a, star (n (a, t) (a, s)) = n (a, s) (a, t) := fun a => hn.apply _ _
  simp only [amf, orbTrace, Matrix.conjTranspose_apply, Matrix.smul_apply, Matrix.of_apply,
    smul_eq_mul, star_mul', star_sum, h, star_inv₀, star_natCast]
```

## Splitting the distance

Let $d\ge1$ and $n^\dagger=n$. The preceding identities give $\mathrm{Tr}((1\otimes B)n)=\mathrm{Tr}(B\,P(n))=d\,\mathrm{Tr}(BA)$, while $P(1\otimes S)=dS$. Hence
$$\begin{aligned}\|n-1\otimes S\|^2&=\mathrm{Tr}\big[(n-1\otimes S^\dagger)(n-1\otimes S)\big]\\&=\mathrm{Tr}\,n^2-d\,\mathrm{Tr}(SA)-d\,\mathrm{Tr}(S^\dagger A)+d\,\mathrm{Tr}(S^\dagger S).\end{aligned}$$
Because $A^\dagger=A$, also
$$d\|S-A\|^2=d\,\mathrm{Tr}(S^\dagger S)-d\,\mathrm{Tr}(S^\dagger A)-d\,\mathrm{Tr}(SA)+d\,\mathrm{Tr}\,A^2.$$
Subtracting,
$$\|n-1\otimes S\|^2=\mathrm{Tr}\,n^2-d\,\mathrm{Tr}\,A^2+d\|S-A\|^2.$$

In the proof, `hT` evaluates traces against spin operators, `hP` and `hU` insert the two partial traces, and `ring` collects the terms. The equation is stated in $\mathbb C$, where the traces live, with the real norms embedded there.

```lean
/-- The squared distance from `n` to `1 ⊗ S` is a part independent of `S` plus `d` times the
squared distance from `S` to the AMF spin matrix. -/
theorem distance_split [Nonempty m] {n : Matrix (m × Fin 2) (m × Fin 2) ℂ}
    (hn : n.IsHermitian) (S : Matrix (Fin 2) (Fin 2) ℂ) :
    ((frobSq (n - uniform m S) : ℝ) : ℂ) =
      trace (n * n) - (Fintype.card m : ℂ) * trace (amf n * amf n)
        + (Fintype.card m : ℂ) * ((frobSq (S - amf n) : ℝ) : ℂ) := by
  have hd : (Fintype.card m : ℂ) ≠ 0 := Nat.cast_ne_zero.mpr Fintype.card_ne_zero
  have hP : orbTrace n = (Fintype.card m : ℂ) • amf n := by
    rw [amf, smul_smul, mul_inv_cancel₀ hd, one_smul]
  have hU : orbTrace (uniform m S) = (Fintype.card m : ℂ) • S := by
    ext s t
    simp [orbTrace, uniform]
  have hC : (uniform m S)ᴴ = uniform m Sᴴ := by
    rw [uniform, Matrix.conjTranspose_kronecker, Matrix.conjTranspose_one, uniform]
  -- traces against a pure spin operator only see the partial trace
  have hT : ∀ (B : Matrix (Fin 2) (Fin 2) ℂ) (X : Matrix (m × Fin 2) (m × Fin 2) ℂ),
      trace (uniform m B * X) = trace (B * orbTrace X) := fun B X => by
    rw [← trace_orbTrace, orbTrace_uniform_mul]
  rw [frobSq_eq_trace, frobSq_eq_trace, Matrix.conjTranspose_sub, Matrix.conjTranspose_sub,
    hn.eq, hC, (amf_isHermitian hn).eq]
  simp only [sub_mul, mul_sub, Matrix.trace_sub]
  rw [Matrix.trace_mul_comm n (uniform m S), Matrix.trace_mul_comm (amf n) S]
  simp only [hT, hU, hP, Matrix.mul_smul, Matrix.trace_smul, smul_eq_mul]
  ring
```

## The unique minimum

Only the last term depends on $S$. It vanishes at $S=A$ and is positive otherwise, so the least value is $\mathrm{Tr}\,n^2-d\,\mathrm{Tr}\,A^2$. The theorem pairs this value with a strict inequality between real numbers for every `S ≠ amf n`.

```lean
/-- Among all matrices `1 ⊗ S` with `S` complex 2 by 2, the one closest to a Hermitian `n` has `S`
equal to the AMF spin matrix; the least squared distance is `Tr n² - d Tr S²`, and every other `S`
gives a strictly larger distance. -/
theorem amf_unique_minimiser [Nonempty m] {n : Matrix (m × Fin 2) (m × Fin 2) ℂ}
    (hn : n.IsHermitian) :
    ((frobSq (n - uniform m (amf n)) : ℝ) : ℂ) =
        trace (n * n) - (Fintype.card m : ℂ) * trace (amf n * amf n) ∧
      ∀ S, S ≠ amf n → frobSq (n - uniform m (amf n)) < frobSq (n - uniform m S) := by
  have h0 : ((frobSq (n - uniform m (amf n)) : ℝ) : ℂ) =
      trace (n * n) - (Fintype.card m : ℂ) * trace (amf n * amf n) := by
    rw [distance_split hn (amf n)]
    simp [frobSq]
  refine ⟨h0, fun S hS => ?_⟩
  have h1 := distance_split hn S
  rw [← h0] at h1
  have h2 : frobSq (n - uniform m S) =
      frobSq (n - uniform m (amf n)) + (Fintype.card m : ℝ) * frobSq (S - amf n) := by
    exact_mod_cast h1
  have hd : (0 : ℝ) < Fintype.card m := Nat.cast_pos.mpr Fintype.card_pos
  have h3 := mul_pos hd (frobSq_pos (sub_ne_zero.mpr hS))
  linarith
```

Hermiticity matters for the value. Take two orbitals and let the only nonzero entry of $n$ be $n_{(1,\uparrow),(2,\uparrow)}=1$. Then $A=0$ and $\mathrm{Tr}\,n^2=0$, so the formula predicts zero, yet the squared distance from $n$ to $1\otimes A=0$ is 1.

## Charge, moments and spin rotations

Put $N=\mathrm{Tr}\,n$ and $M_i=\mathrm{Tr}((1\otimes\sigma_i)n)$ for $i=x,y,z$. Then $P(n)=\tfrac12(N\,1+\sum_i M_i\sigma_i)$, and $\mathrm{Tr}\,\sigma_i=0$ together with $\mathrm{Tr}(\sigma_i\sigma_j)=2\delta_{ij}$ gives $2\,\mathrm{Tr}\,P(n)^2=N^2+\sum_iM_i^2$. Since $d\,\mathrm{Tr}\,A^2=\mathrm{Tr}\,P(n)^2/d$, the least squared distance is
$$\mathrm{Tr}\,n^2-\frac{N^2+M_x^2+M_y^2+M_z^2}{2d}.$$
The local statement `key` proves the formula for twice the trace of a squared 2 by 2 matrix by writing both sides in the entries of that matrix and using that the imaginary unit squares to $-1$.

```lean
/-- The squared distance from a Hermitian `n` to `1 ⊗ amf n`, in terms of the total charge `Tr n`
and the three Pauli moments `Tr ((1 ⊗ σ) n)`: it is `Tr n²` minus the sum of their squares over
`2d`. -/
theorem least_distance_charge_moment [Nonempty m]
    {n : Matrix (m × Fin 2) (m × Fin 2) ℂ} (hn : n.IsHermitian) :
    ((frobSq (n - uniform m (amf n)) : ℝ) : ℂ) =
      trace (n * n) - (trace n ^ 2 + trace (uniform m pauliX * n) ^ 2
        + trace (uniform m pauliY * n) ^ 2 + trace (uniform m pauliZ * n) ^ 2)
          / (2 * (Fintype.card m : ℂ)) := by
  have hd : (Fintype.card m : ℂ) ≠ 0 := Nat.cast_ne_zero.mpr Fintype.card_ne_zero
  -- completeness of the Pauli matrices in spin space
  have key : ∀ P : Matrix (Fin 2) (Fin 2) ℂ, 2 * trace (P * P) =
      trace P ^ 2 + trace (pauliX * P) ^ 2 + trace (pauliY * P) ^ 2
        + trace (pauliZ * P) ^ 2 := fun P => by
    simp only [Matrix.trace_fin_two, Matrix.mul_apply, Fin.sum_univ_two, pauliX, pauliY,
      pauliZ, Matrix.of_apply, Matrix.cons_val_zero, Matrix.cons_val_one, Matrix.cons_val_fin_one]
    linear_combination (-(P 0 1 - P 1 0) ^ 2) * Complex.I_sq
  have hT : ∀ B : Matrix (Fin 2) (Fin 2) ℂ,
      trace (uniform m B * n) = trace (B * orbTrace n) := fun B => by
    rw [← trace_orbTrace, orbTrace_uniform_mul]
  have hA : trace (amf n * amf n) = (Fintype.card m : ℂ)⁻¹ *
      ((Fintype.card m : ℂ)⁻¹ * trace (orbTrace n * orbTrace n)) := by
    simp only [amf, Matrix.smul_mul, Matrix.mul_smul, Matrix.trace_smul, smul_eq_mul]
  rw [(amf_unique_minimiser hn).1, hT, hT, hT, ← trace_orbTrace n, ← key, hA]
  field_simp
```

Finally, moving the spin operators through the partial trace on both sides gives
$$A\big[(1\otimes U)\,n\,(1\otimes U^\dagger)\big]=U\,A[n]\,U^\dagger.$$
This holds for every 2 by 2 matrix $U$; a unitary $U$ acts on $n$ as a spin rotation, since its overall phase cancels, and the reference turns with the state.

```lean
/-- Transforming the spin part of `n` by a 2 by 2 matrix `U` transforms the AMF spin matrix
by the same `U`. -/
theorem amf_spin_covariant (U : Matrix (Fin 2) (Fin 2) ℂ)
    (n : Matrix (m × Fin 2) (m × Fin 2) ℂ) :
    amf (uniform m U * n * uniform m Uᴴ) = U * amf n * Uᴴ := by
  rw [amf, orbTrace_mul_uniform, orbTrace_uniform_mul, amf, Matrix.mul_smul, Matrix.smul_mul]

end

end NoncollinearAMF
```

For noncollinear DFT+U with a spin-dependent form of AMF double counting, the orbital average is thus the uniform reference selected by least Frobenius distance, for a given occupation matrix on a finite orthonormal correlated subspace. Forms of AMF that also average over spin use $\tfrac{N}{2d}1$ as the spin matrix, which equals $A$ only when all three moments vanish; the interaction energy and its double-counting term are not modelled.

```lean
#print axioms NoncollinearAMF.amf_unique_minimiser
-- 'NoncollinearAMF.amf_unique_minimiser' depends on axioms: [propext, Classical.choice, Quot.sound]
#print axioms NoncollinearAMF.least_distance_charge_moment
-- 'NoncollinearAMF.least_distance_charge_moment' depends on axioms: [propext, Classical.choice, Quot.sound]
#print axioms NoncollinearAMF.amf_spin_covariant
-- 'NoncollinearAMF.amf_spin_covariant' depends on axioms: [propext, Classical.choice, Quot.sound]
```
